# A central antiphase boundary extinguishes the intensity of a finite alternating chain at $q=1/2$

A vanishing intensity at wave number $q=1/2$, counted in cycles per site, can be misread as the absence of alternating order, even when a chain consists of two perfectly ordered domains. If the domains have equal length and the second has the opposite sign to the continued alternation of the first, their waves cancel at $q=1/2$ and the intensity appears beside it.

```lean
import Mathlib

open Finset
open scoped Real

namespace AntiphaseBoundary

noncomputable section

/-- Scattering amplitude at wave number `q` of the first `N` sites of a chain with site
factors `s j`. -/
def amplitude (s : ℕ → ℂ) (N : ℕ) (q : ℝ) : ℂ :=
  ∑ j ∈ range N, s j * Complex.exp (2 * π * Complex.I * j * (q : ℂ))

/-- Scattered intensity, the squared modulus of the amplitude. -/
def intensity (s : ℕ → ℂ) (N : ℕ) (q : ℝ) : ℝ := ‖amplitude s N q‖ ^ 2

/-- Alternating order whose sign is reversed from site `M` onwards. -/
def antiphaseOrder (M j : ℕ) : ℂ := if j < M then (-1) ^ j else -(-1) ^ j

/-- Alternating order multiplied by the phase factor `exp (i φ)` from site `M` onwards. -/
def faultedOrder (M : ℕ) (φ : ℝ) (j : ℕ) : ℂ :=
  (if j < M then 1 else Complex.exp (φ * Complex.I)) * (-1) ^ j

/-- An antiphase boundary is a boundary with phase jump `π`. -/
theorem antiphaseOrder_eq (M : ℕ) : antiphaseOrder M = faultedOrder M π := by
  funext j
  unfold antiphaseOrder faultedOrder
  split_ifs <;> simp [Complex.exp_pi_mul_I]

/-- At `q = 1/2 + d` the amplitude of two domains of `M` sites is the amplitude of one domain
times an interference factor containing the phase jump. -/
theorem amplitude_faulted (M : ℕ) (φ d : ℝ) :
    amplitude (faultedOrder M φ) (2 * M) (1 / 2 + d) =
      (1 + Complex.exp (φ * Complex.I) *
        Complex.exp (((2 * π * d : ℝ) : ℂ) * Complex.I) ^ M) *
      ∑ j ∈ range M, Complex.exp (((2 * π * d : ℝ) : ℂ) * Complex.I) ^ j := by
  -- the alternating sign cancels the phase of the wave at q = 1/2
  have hz : ∀ j : ℕ, (-1 : ℂ) ^ j *
      Complex.exp (2 * π * Complex.I * j * ((1 / 2 + d : ℝ) : ℂ)) =
      Complex.exp (((2 * π * d : ℝ) : ℂ) * Complex.I) ^ j := by
    intro j
    have h : Complex.exp (2 * π * Complex.I * j * ((1 / 2 + d : ℝ) : ℂ)) =
        Complex.exp (π * Complex.I) ^ j *
        Complex.exp (((2 * π * d : ℝ) : ℂ) * Complex.I) ^ j := by
      rw [← Complex.exp_nat_mul, ← Complex.exp_nat_mul, ← Complex.exp_add]
      congr 1
      push_cast
      ring
    rw [h, Complex.exp_pi_mul_I, ← mul_assoc, ← mul_pow]
    simp only [neg_one_mul, neg_neg, one_pow, one_mul]
  unfold amplitude
  rw [show 2 * M = M + M from two_mul M, Finset.sum_range_add, add_mul, one_mul]
  congr 1
  · refine Finset.sum_congr rfl fun j hj => ?_
    rw [faultedOrder, if_pos (Finset.mem_range.mp hj), one_mul, hz]
  · rw [Finset.mul_sum]
    refine Finset.sum_congr rfl fun j _ => ?_
    rw [faultedOrder, if_neg (by omega), mul_assoc, hz, pow_add]
    ring

/-- Two unit waves with phase difference `θ` add up to the intensity `4 cos² (θ/2)`. -/
theorem norm_one_add_exp_sq (θ : ℝ) :
    ‖1 + Complex.exp (θ * Complex.I)‖ ^ 2 = 4 * Real.cos (θ / 2) ^ 2 := by
  have h := Real.cos_sq (θ / 2)
  rw [show 2 * (θ / 2) = θ by ring] at h
  rw [Complex.sq_norm, Complex.normSq_apply]
  simp only [Complex.add_re, Complex.add_im, Complex.one_re, Complex.one_im,
    Complex.exp_ofReal_mul_I_re, Complex.exp_ofReal_mul_I_im]
  linear_combination Real.sin_sq_add_cos_sq θ - 4 * h

/-- Two unit waves with phase difference `θ` subtract to the intensity `4 sin² (θ/2)`. -/
theorem norm_one_sub_exp_sq (θ : ℝ) :
    ‖1 - Complex.exp (θ * Complex.I)‖ ^ 2 = 4 * Real.sin (θ / 2) ^ 2 := by
  have h := Real.cos_sq (θ / 2)
  rw [show 2 * (θ / 2) = θ by ring] at h
  rw [Complex.sq_norm, Complex.normSq_apply]
  simp only [Complex.sub_re, Complex.sub_im, Complex.one_re, Complex.one_im,
    Complex.exp_ofReal_mul_I_re, Complex.exp_ofReal_mul_I_im]
  linear_combination Real.sin_sq_add_cos_sq θ + 4 * h - 4 * Real.sin_sq_add_cos_sq (θ / 2)

/-- Line profile around `q = 1/2` for a boundary with any phase jump `φ`, written without
division so that it holds at every offset `d`. -/
theorem faulted_profile (M : ℕ) (φ d : ℝ) :
    Real.sin (π * d) ^ 2 * intensity (faultedOrder M φ) (2 * M) (1 / 2 + d) =
      4 * Real.cos (π * M * d + φ / 2) ^ 2 * Real.sin (π * M * d) ^ 2 := by
  have hpow : Complex.exp (((2 * π * d : ℝ) : ℂ) * Complex.I) ^ M =
      Complex.exp (((2 * π * M * d : ℝ) : ℂ) * Complex.I) := by
    rw [← Complex.exp_nat_mul]
    congr 1
    push_cast
    ring
  have hphase : Complex.exp (φ * Complex.I) *
      Complex.exp (((2 * π * d : ℝ) : ℂ) * Complex.I) ^ M =
      Complex.exp (((φ + 2 * π * M * d : ℝ) : ℂ) * Complex.I) := by
    rw [hpow, ← Complex.exp_add]
    congr 1
    push_cast
    ring
  -- the geometric sum of a single domain
  have hG : ‖1 - Complex.exp (((2 * π * d : ℝ) : ℂ) * Complex.I)‖ ^ 2 *
      ‖∑ j ∈ range M, Complex.exp (((2 * π * d : ℝ) : ℂ) * Complex.I) ^ j‖ ^ 2 =
      ‖1 - Complex.exp (((2 * π * M * d : ℝ) : ℂ) * Complex.I)‖ ^ 2 := by
    rw [← mul_pow, ← norm_mul, mul_neg_geom_sum, hpow]
  rw [norm_one_sub_exp_sq, norm_one_sub_exp_sq, show 2 * π * d / 2 = π * d by ring,
    show 2 * π * M * d / 2 = π * M * d by ring] at hG
  rw [intensity, amplitude_faulted, norm_mul, mul_pow, hphase, norm_one_add_exp_sq,
    show (φ + 2 * π * M * d) / 2 = π * M * d + φ / 2 by ring]
  linear_combination Real.cos (π * M * d + φ / 2) ^ 2 * hG

/-- At `q = 1/2` a boundary with phase jump `φ` gives the intensity `4 M² cos² (φ/2)`. -/
theorem faulted_centre (M : ℕ) (φ : ℝ) :
    intensity (faultedOrder M φ) (2 * M) (1 / 2) = 4 * (M : ℝ) ^ 2 * Real.cos (φ / 2) ^ 2 := by
  have h := amplitude_faulted M φ 0
  have h1 : Complex.exp (((2 * π * 0 : ℝ) : ℂ) * Complex.I) = 1 := by simp
  rw [h1, add_zero] at h
  simp only [one_pow, mul_one, Finset.sum_const, Finset.card_range, nsmul_eq_mul] at h
  rw [intensity, h, norm_mul, mul_pow, norm_one_add_exp_sq, Complex.norm_natCast]
  ring

/-- Antiphase boundary between two domains of `M` sites: the intensity vanishes at `q = 1/2`,
and at `q = 1/2 + d` with `d` not an integer it is `4 sin⁴ (π M d) / sin² (π d)`, with nonzero
denominator. -/
theorem antiphase_intensity (M : ℕ) :
    intensity (antiphaseOrder M) (2 * M) (1 / 2) = 0 ∧
    ∀ d : ℝ, (∀ n : ℤ, d ≠ n) → Real.sin (π * d) ≠ 0 ∧
      intensity (antiphaseOrder M) (2 * M) (1 / 2 + d) =
        4 * Real.sin (π * M * d) ^ 4 / Real.sin (π * d) ^ 2 := by
  rw [antiphaseOrder_eq]
  refine ⟨by rw [faulted_centre, Real.cos_pi_div_two]; ring, fun d hd => ?_⟩
  have hs : Real.sin (π * d) ≠ 0 := by
    intro h
    obtain ⟨n, hn⟩ := Real.sin_eq_zero_iff.mp h
    exact hd n (mul_left_cancel₀ Real.pi_ne_zero (by linear_combination -hn))
  refine ⟨hs, ?_⟩
  have h := faulted_profile M π d
  rw [Real.cos_add_pi_div_two] at h
  rw [eq_div_iff (pow_ne_zero 2 hs)]
  linear_combination h

/-- The antiphase intensity at `q = 1/2 + d` vanishes exactly when `M d` is an integer. -/
theorem antiphase_extinct_iff (M : ℕ) (d : ℝ) :
    intensity (antiphaseOrder M) (2 * M) (1 / 2 + d) = 0 ↔ ∃ n : ℤ, (M : ℝ) * d = n := by
  rw [antiphaseOrder_eq]
  constructor
  · intro h0
    have h := faulted_profile M π d
    rw [Real.cos_add_pi_div_two, h0] at h
    have h4 : Real.sin (π * M * d) ^ 4 = 0 := by linear_combination -h / 4
    obtain ⟨n, hn⟩ := Real.sin_eq_zero_iff.mp (pow_eq_zero_iff (by norm_num) |>.mp h4)
    exact ⟨n, mul_left_cancel₀ Real.pi_ne_zero (by linear_combination -hn)⟩
  · rintro ⟨n, hn⟩
    have hc : (M : ℂ) * (d : ℂ) = n := by exact_mod_cast hn
    have he : (M : ℂ) * (((2 * π * d : ℝ) : ℂ) * Complex.I) = n * (2 * π * Complex.I) := by
      push_cast
      linear_combination 2 * π * Complex.I * hc
    -- the two domains interfere destructively
    rw [intensity, amplitude_faulted, Complex.exp_pi_mul_I, ← Complex.exp_nat_mul, he,
      Complex.exp_int_mul_two_pi_mul_I]
    simp

/-- At the offset `d = 1/(2M)` from `q = 1/2` the antiphase intensity exceeds `16 M² / π²`. -/
theorem antiphase_satellite (M : ℕ) (hM : 0 < M) :
    16 * (M : ℝ) ^ 2 / π ^ 2 <
      intensity (antiphaseOrder M) (2 * M) (1 / 2 + 1 / (2 * M)) := by
  have hM1 : (1 : ℝ) ≤ M := by exact_mod_cast hM
  have hM0 : (M : ℝ) ≠ 0 := by positivity
  have h := faulted_profile M π (1 / (2 * M))
  rw [Real.cos_add_pi_div_two, show π * M * (1 / (2 * M)) = π / 2 by field_simp,
    Real.sin_pi_div_two] at h
  rw [antiphaseOrder_eq]
  generalize intensity (faultedOrder M π) (2 * M) (1 / 2 + 1 / (2 * M)) = J at h ⊢
  have hx : π * (1 / (2 * M)) * (2 * M) = π := by field_simp
  have hx0 : 0 < π * (1 / (2 * (M : ℝ))) := by positivity
  generalize π * (1 / (2 * (M : ℝ))) = x at h hx hx0
  have hxpi : x < π := by nlinarith
  have hs0 := Real.sin_pos_of_pos_of_lt_pi hx0 hxpi
  -- sin x < x bounds the denominator of the profile
  have hsq : Real.sin x ^ 2 < x ^ 2 := by nlinarith [Real.sin_lt hx0]
  have hJ : 0 < J := by
    by_contra hn
    have hn' : 0 ≤ -J := by linarith
    nlinarith [mul_nonneg (sq_nonneg (Real.sin x)) hn']
  have h4 : 4 < x ^ 2 * J := by
    have := mul_lt_mul_of_pos_right hsq hJ
    linarith
  rw [div_lt_iff₀ (by positivity)]
  have hfin : J * π ^ 2 = 4 * (M : ℝ) ^ 2 * (x ^ 2 * J) := by
    linear_combination -J * (x * (2 * M) + π) * hx
  have hMsq : 0 < 4 * (M : ℝ) ^ 2 := by positivity
  have := mul_lt_mul_of_pos_left h4 hMsq
  linarith

end

end AntiphaseBoundary
```

```lean
#print axioms AntiphaseBoundary.antiphase_intensity
-- 'AntiphaseBoundary.antiphase_intensity' depends on axioms: [propext, Classical.choice, Quot.sound]
#print axioms AntiphaseBoundary.antiphase_extinct_iff
-- 'AntiphaseBoundary.antiphase_extinct_iff' depends on axioms: [propext, Classical.choice, Quot.sound]
#print axioms AntiphaseBoundary.antiphase_satellite
-- 'AntiphaseBoundary.antiphase_satellite' depends on axioms: [propext, Classical.choice, Quot.sound]
```

## Two domains of $M$ sites

The sites $j=0,\dots,2M-1$ have unit spacing, and $q$ counts cycles per site. For site factors $s_j$, `amplitude` is the finite sum

$$A(q)=\sum_{j=0}^{2M-1}s_j\,e^{2\pi i jq},$$

and `intensity` is $I(q)=|A(q)|^2$, not divided by the number of sites. In `antiphaseOrder M`, $s_j=(-1)^j$ for $j<M$ and $s_j=-(-1)^j$ from site $M$ onwards. The more general `faultedOrder M φ` multiplies the second domain by $e^{i\varphi}$, where the real number $\varphi$ is the phase jump at the boundary; `antiphaseOrder_eq` identifies the antiphase case with $\varphi=\pi$.

The theorem `antiphase_intensity` says that, for every natural number $M$, $I(1/2)=0$, and that for every real offset $d$ that is not an integer

$$I(1/2+d)=\frac{4\sin^4(\pi Md)}{\sin^2(\pi d)}.$$

It also states that $\sin(\pi d)\neq0$, so the quotient does not rely on Lean's convention that division by zero gives zero.

The model is one-dimensional and kinematic, with one sharp boundary and scalar site factors. It describes only the alternating part of the scattering: a uniform background, atomic relaxation at the boundary and thermal motion are absent.

## Interference between the domains

Put $z=e^{2\pi i d}$. At $q=1/2+d$ the wave contributes $(-1)^jz^j$, and its sign cancels that of the order. Hence

$$A=\sum_{j=0}^{M-1}z^j+e^{i\varphi}\sum_{j=M}^{2M-1}z^j=(1+e^{i\varphi}z^M)\,G,\qquad G=\sum_{j=0}^{M-1}z^j.$$

This is `amplitude_faulted`. Its step `hz` cancels the signs, `Finset.sum_range_add` splits the chain at the boundary, and `pow_add` extracts $z^M$ from the second domain.

For real $\theta$,

$$|1\pm e^{i\theta}|^2=2\pm2\cos\theta,$$

which is $4\cos^2(\theta/2)$ for the plus sign and $4\sin^2(\theta/2)$ for the minus sign. These are the two `norm_one_..._exp_sq` lemmas. Taking squared moduli in $(1-z)G=1-z^M$ gives

$$\sin^2(\pi d)\,|G|^2=\sin^2(\pi Md).$$

Multiplication by $|1+e^{i\varphi}z^M|^2=4\cos^2(\pi Md+\varphi/2)$ yields `faulted_profile`:

$$\sin^2(\pi d)\,I(1/2+d)=4\cos^2(\pi Md+\varphi/2)\sin^2(\pi Md).$$

In Lean, `mul_neg_geom_sum` supplies the geometric sum, and the final `linear_combination` performs the multiplication.

For $\varphi=\pi$ the cosine becomes $-\sin(\pi Md)$, and division by the nonzero $\sin^2(\pi d)$ gives the stated quotient. At $d=0$ this division is unavailable, but there $z=1$ and $G=M$, so $I(1/2)=4M^2\cos^2(\varphi/2)$. This is `faulted_centre`, and it vanishes at $\varphi=\pi$.

## Zeros and displaced intensity

By `antiphase_extinct_iff`, $I(1/2+d)=0$ exactly when $Md$ is an integer. If the intensity is zero, the profile forces $\sin(\pi Md)=0$. Conversely, an integer $Md$ gives $z^M=1$, so the interference factor $1-z^M$ vanishes; this argument also covers integer $d$.

For $M>0$, `antiphase_satellite` evaluates the profile at $d=1/(2M)$. With $x=\pi/(2M)$ it reads $\sin^2(x)\,I=4$. Since $0<\sin x<x$,

$$I>\frac4{x^2}=\frac{16M^2}{\pi^2}.$$

This is a lower bound at one offset, which need not be the position of the maximum.

In a simulation analysis of such a finite one-dimensional chain with $M>0$, an unnormalised discrete Fourier transform of length $2M$ samples $q=k/(2M)$ for integer $k$. Bin $k=M$ is zero, while bins $M\pm1$, taken modulo $2M$, each have intensity $4/\sin^2(\pi/(2M))$. An order parameter read from bin $M$ alone therefore misses the order in both domains.

A model with separate domain lengths $M_1$ and $M_2$ would give $I(1/2)=(M_1-M_2)^2$ for an antiphase boundary. The cancellation at the centre would then be complete only for equal lengths.
